# Trigonometric interpolation on 2K + 1 equally spaced points

Put three grid points on a period of length $2\pi$: $x_0=0$, $x_1=2\pi/3$, $x_2=4\pi/3$. Add the plane waves of frequency $-1$, $0$ and $1$ to get

$$D_1(x)=e^{-ix}+1+e^{ix}=1+2\cos x .$$

This function is $3$ at $x=0$ and $0$ at $x=\pm2\pi/3$ and $x=\pm4\pi/3$. A copy of $D_1/3$ centred at one grid point is therefore $1$ there and $0$ at the other two, and $f(x)=\frac13\sum_j y_j\,(1+2\cos(x-x_j))$ passes through any three values $y_j$.

For the data $(1,2,6)$, expanding the cosines gives

$$f(x)=3-2\cos x-\tfrac{4}{\sqrt3}\sin x .$$

Its grid values are $3-2=1$, $3+1-2=2$ and $3+1+2=6$. Halfway between the last two points, $f(\pi)=5$.

In general, let $K\ge 0$ be an integer, $N=2K+1$, $x_j=2\pi j/N$ for $0\le j<N$, and $D_K(x)=\sum_{|m|\le K}e^{imx}$, the Dirichlet kernel. For any complex $y_j$, the function

$$f(x)=\frac1N\sum_j y_j\,D_K(x-x_j)$$

is the only trigonometric polynomial with frequencies in $[-K,K]$ and $f(x_j)=y_j$. For a function in a one-dimensional periodic cell with a finite plane-wave cutoff, grid values and plane-wave coefficients thus carry the same information.

## An odd number of equally spaced points

The grid samples one period uniformly, with as many points as there are allowed frequencies. Position is dimensionless: in a cell of length $L$, $x$ is $2\pi/L$ times the physical coordinate. In the file, `Fin (2 * K + 1)` holds the indices $0,\dots,2K$, and `node` fixes both the spacing and the odd count.

```lean
import Mathlib

open Finset

namespace TrigonometricInterpolation

noncomputable section

/-- The grid point `2 π j / N` of the periodic cell, with `N = 2 K + 1`. -/
def node (K : ℕ) (j : Fin (2 * K + 1)) : ℝ := 2 * Real.pi * (j : ℕ) / (2 * K + 1)
```

The remaining definitions are the plane wave, the trigonometric polynomial, the kernel, the formula for $f$ and the discrete Fourier coefficient $\hat y_m=\frac1N\sum_j y_j e^{-imx_j}$. The factor $1/N$ sits in the coefficient, so the sum back to real space has none. A coefficient function `c : ℤ → ℂ` is defined on all integers, but `trigPoly` reads only those from $-K$ to $K$.

```lean
/-- The plane wave `exp (i m x)` with integer frequency `m`. -/
def wave (m : ℤ) (x : ℝ) : ℂ := Complex.exp (m * x * Complex.I)

/-- The trigonometric polynomial with coefficients `c m` and frequencies from `-K` to `K`. -/
def trigPoly (K : ℕ) (c : ℤ → ℂ) (x : ℝ) : ℂ :=
  ∑ m ∈ Icc (-(K : ℤ)) K, c m * wave m x

/-- The Dirichlet kernel, the sum of all plane waves with frequencies from `-K` to `K`. -/
def kernel (K : ℕ) (x : ℝ) : ℂ := ∑ m ∈ Icc (-(K : ℤ)) K, wave m x

/-- The interpolation formula: a kernel centred at each grid point, weighted by the data
and divided by the number of grid points. -/
def interpolant (K : ℕ) (y : Fin (2 * K + 1) → ℂ) (x : ℝ) : ℂ :=
  1 / (2 * K + 1) * ∑ j, y j * kernel K (x - node K j)

/-- The discrete Fourier coefficient of the grid data `y` at frequency `m`. -/
def gridCoeff (K : ℕ) (y : Fin (2 * K + 1) → ℂ) (m : ℤ) : ℂ :=
  1 / (2 * K + 1) * ∑ j, y j * wave (-m) (node K j)
```

By hand, equal spacing enters through the zeros of the kernel. Raising the cutoff by one adds two waves:

$$D_{K+1}(x)=D_K(x)+2\cos((K+1)x).$$

Induction then gives $\sin(x/2)\,D_K(x)=\sin((K+\tfrac12)x)$. For $K=0$ both sides are $\sin(x/2)$, and the step uses

$$2\sin(x/2)\cos((K+1)x)=\sin((K+\tfrac32)x)-\sin((K+\tfrac12)x).$$

At $x=x_l-x_j=2\pi(l-j)/N$ the right side of the closed form is $\sin(\pi(l-j))=0$. The prefactor is $\sin(\pi(l-j)/N)$, which vanishes only if $N$ divides $l-j$. Since $|l-j|\le 2K<N$, that means $l=j$. So $D_K(x_l-x_j)=0$ for $l\ne j$, while $D_K(0)=N$ because all $N$ waves equal $1$ there. Hence $f(x_l)=\frac1N\,y_l\,N=y_l$.

Two small lemmas support the Lean version. `size_mul_inv` lets later steps clear the denominator $N$, and `eq_zero_of_multiple` is the divisibility argument, split by the sign of the multiplier.

```lean
/-- The number of grid points `2 K + 1` is invertible in the complex numbers. -/
theorem size_mul_inv (K : ℕ) : (2 * (K : ℂ) + 1) * (2 * (K : ℂ) + 1)⁻¹ = 1 :=
  mul_inv_cancel₀ (by exact_mod_cast Nat.succ_ne_zero (2 * K))

/-- An integer of absolute value at most `2 K` that is a multiple of `2 K + 1` is zero. -/
theorem eq_zero_of_multiple {K : ℕ} {n k : ℤ} (hn : |n| ≤ 2 * K)
    (h : n = k * (2 * K + 1)) : n = 0 := by
  have hb := abs_le.mp hn
  rcases lt_trichotomy k 0 with hk | hk | hk
  · exfalso
    nlinarith [mul_nonneg (by omega : (0 : ℤ) ≤ -1 - k) (by omega : (0 : ℤ) ≤ 2 * K + 1)]
  · rw [h, hk, zero_mul]
  · exfalso
    nlinarith [mul_nonneg (by omega : (0 : ℤ) ≤ k - 1) (by omega : (0 : ℤ) ≤ 2 * K + 1)]
```

`kernel_succ` writes the larger frequency interval as the old one with two elements inserted and combines their exponentials into a cosine. `sin_mul_kernel` is the induction, with the addition formulas for the sine.

```lean
/-- Raising the cutoff from `K` to `K + 1` adds `2 cos ((K + 1) x)` to the Dirichlet kernel. -/
theorem kernel_succ (K : ℕ) (x : ℝ) :
    kernel (K + 1) x = kernel K x + ((2 * Real.cos ((K + 1) * x) : ℝ) : ℂ) := by
  have hI : Icc (-((K + 1 : ℕ) : ℤ)) ((K + 1 : ℕ) : ℤ) =
      insert ((K : ℤ) + 1) (insert (-((K : ℤ) + 1)) (Icc (-(K : ℤ)) K)) := by
    ext m
    simp only [mem_insert, mem_Icc]
    omega
  -- the two new plane waves combine to a cosine
  have h1 : wave ((K : ℤ) + 1) x + wave (-((K : ℤ) + 1)) x =
      ((2 * Real.cos ((K + 1) * x) : ℝ) : ℂ) := by
    have hp : (((K : ℤ) + 1 : ℤ) : ℂ) * x * Complex.I = (((K : ℂ) + 1) * x) * Complex.I := by
      push_cast
      ring
    have hm : ((-((K : ℤ) + 1) : ℤ) : ℂ) * x * Complex.I =
        (-(((K : ℂ) + 1) * x)) * Complex.I := by
      push_cast
      ring
    simp only [wave]
    rw [hm, hp, Complex.exp_mul_I, Complex.exp_mul_I, Complex.cos_neg, Complex.sin_neg]
    push_cast
    ring
  unfold kernel
  rw [hI, sum_insert (by simp only [mem_insert, mem_Icc]; omega),
    sum_insert (by simp only [mem_Icc]; omega)]
  linear_combination h1

/-- Closed form of the Dirichlet kernel: multiplied by `sin (x / 2)` it is
`sin ((K + 1/2) x)`. -/
theorem sin_mul_kernel (K : ℕ) (x : ℝ) :
    Complex.sin ((x : ℂ) / 2) * kernel K x = Complex.sin (((K : ℂ) + 1 / 2) * x) := by
  induction K with
  | zero =>
    have e : (((0 : ℕ) : ℂ) + 1 / 2) * x = (x : ℂ) / 2 := by
      push_cast
      ring
    rw [e]
    simp [kernel, wave]
  | succ K ih =>
    have e1 : (((K + 1 : ℕ) : ℂ) + 1 / 2) * x = ((K : ℂ) + 1) * x + x / 2 := by
      push_cast
      ring
    have e2 : ((K : ℂ) + 1 / 2) * x = ((K : ℂ) + 1) * x - x / 2 := by ring
    rw [kernel_succ, mul_add, ih, e1, e2, Complex.sin_add, Complex.sin_sub]
    push_cast
    ring
```

`kernel_node` separates $l=j$ from $l\ne j$. In the second case the product in the closed form is zero, so either the kernel vanishes or $\sin(x/2)$ does. The latter gives an equation between complex numbers, which `exact_mod_cast` turns into one between integers, and `eq_zero_of_multiple` then forces $l=j$, a contradiction.

```lean
/-- Between two grid points the Dirichlet kernel is `2 K + 1` if they coincide and zero
otherwise. -/
theorem kernel_node (K : ℕ) (l j : Fin (2 * K + 1)) :
    kernel K (node K l - node K j) = if l = j then 2 * (K : ℂ) + 1 else 0 := by
  have hN := size_mul_inv K
  split_ifs with h
  · have hc : (Icc (-(K : ℤ)) K).card = 2 * K + 1 := by
      rw [Int.card_Icc]
      omega
    have hw : ∀ m, wave m 0 = 1 := fun m => by simp [wave]
    rw [h, sub_self]
    simp only [kernel, hw, sum_const, hc, nsmul_eq_mul, mul_one]
    push_cast
    rfl
  · have hs := sin_mul_kernel K (node K l - node K j)
    have h0 : Complex.sin (((K : ℂ) + 1 / 2) * ((node K l - node K j : ℝ) : ℂ)) = 0 := by
      refine Complex.sin_eq_zero_iff.mpr ⟨((l : ℕ) : ℤ) - ((j : ℕ) : ℤ), ?_⟩
      simp only [node]
      push_cast
      linear_combination (((l : ℕ) : ℂ) - ((j : ℕ) : ℂ)) * (Real.pi : ℂ) * hN
    rw [h0] at hs
    refine (mul_eq_zero.mp hs).resolve_left fun hz => h ?_
    -- a zero of sin (x / 2) would make the index difference a multiple of 2 K + 1
    obtain ⟨k, hk⟩ := Complex.sin_eq_zero_iff.mp hz
    simp only [node] at hk
    push_cast at hk
    have hc : ((l : ℕ) : ℂ) - ((j : ℕ) : ℂ) = k * (2 * K + 1) := by
      apply mul_left_cancel₀ (Complex.ofReal_ne_zero.mpr Real.pi_ne_zero)
      linear_combination (2 * (K : ℂ) + 1) * hk -
        (Real.pi : ℂ) * (((l : ℕ) : ℂ) - ((j : ℕ) : ℂ)) * hN
    have hi : ((l : ℕ) : ℤ) - ((j : ℕ) : ℤ) = k * (2 * K + 1) := by exact_mod_cast hc
    have hl := l.isLt
    have hj := j.isLt
    have hd := eq_zero_of_multiple (abs_le.mpr ⟨by omega, by omega⟩) hi
    exact Fin.ext (by omega)
```

With unequal spacing the formula fails. Take $K=1$, points $0,\pi/2,\pi$ and data $(1,0,0)$: at $\pi/2$ it returns $D_1(\pi/2)/3=1/3$ instead of $0$. The count matters as well. On $2K$ equally spaced points with $K\ge1$, the function $\sin(Kx)$ has frequencies $\pm K$ and vanishes at every point $\pi j/K$, so uniqueness is lost.

## No frequency above K

The competitor in the uniqueness claim must lie in the band $[-K,K]$. Physically this is the plane-wave cutoff: the function has no Fourier component of shorter wavelength than the cutoff allows.

The condition is used in discrete orthogonality. For an integer $n$ put $z=e^{2\pi i n/N}$, so that $e^{inx_j}=z^j$ and $z^N=1$. Then

$$(z-1)\sum_{j=0}^{N-1}z^j=z^N-1=0 .$$

If $0<|n|\le 2K$, then $N$ does not divide $n$, so $z\ne1$ and the sum is zero. For $n=0$ it is $N$.

```lean
/-- Discrete orthogonality: a plane wave of frequency `n` with `|n| ≤ 2 K`, summed over the
grid, gives `2 K + 1` for `n = 0` and zero otherwise. -/
theorem sum_wave_node (K : ℕ) (n : ℤ) (hn : |n| ≤ 2 * K) :
    ∑ j, wave n (node K j) = if n = 0 then 2 * (K : ℂ) + 1 else 0 := by
  have hN := size_mul_inv K
  split_ifs with h
  · simp [h, wave]
  · obtain ⟨z, hz⟩ : ∃ z, z = Complex.exp (2 * Real.pi * n / (2 * K + 1) * Complex.I) :=
      ⟨_, rfl⟩
    have hpow : ∀ j, wave n (node K j) = z ^ (j : ℕ) := by
      intro j
      rw [hz, ← Complex.exp_nat_mul]
      unfold wave node
      congr 1
      push_cast
      ring
    have h1 : z ^ (2 * K + 1) = 1 := by
      rw [hz, ← Complex.exp_nat_mul, Complex.exp_eq_one_iff]
      refine ⟨n, ?_⟩
      push_cast
      linear_combination 2 * (Real.pi : ℂ) * n * Complex.I * hN
    have h2 : z ≠ 1 := by
      intro h3
      rw [hz, Complex.exp_eq_one_iff] at h3
      obtain ⟨k, hk⟩ := h3
      have hc : (n : ℂ) = k * (2 * K + 1) := by
        apply mul_left_cancel₀ Complex.two_pi_I_ne_zero
        linear_combination (2 * (K : ℂ) + 1) * hk - 2 * (Real.pi : ℂ) * n * Complex.I * hN
      exact h (eq_zero_of_multiple hn (by exact_mod_cast hc))
    -- geometric sum over a nontrivial root of unity
    have hg := geom_sum_mul z (2 * K + 1)
    rw [Finset.sum_range, h1, sub_self] at hg
    simp only [hpow]
    exact (mul_eq_zero.mp hg).resolve_right (sub_ne_zero.mpr h2)
```

The Lean proof follows the same route: `hpow` identifies the waves with powers of $z$, `h1` and `h2` give $z^N=1$ and $z\neq1$, and `geom_sum_mul` supplies the geometric sum.

Now let $g(x)=\sum_{|m|\le K}c_m e^{imx}$ and $|k|\le K$. Then

$$\frac1N\sum_j g(x_j)e^{-ikx_j}=\sum_{|m|\le K}c_m\,\frac1N\sum_j e^{i(m-k)x_j}=c_k,$$

because $|m-k|\le 2K$ and only $m=k$ survives. The grid values determine every coefficient in the band. In Lean, `sum_comm` exchanges the two sums and `sum_eq_single_of_mem` keeps the single term.

```lean
/-- The coefficients of a trigonometric polynomial with frequencies from `-K` to `K` are the
discrete Fourier coefficients of its values on the grid. -/
theorem gridCoeff_trigPoly (K : ℕ) (c : ℤ → ℂ) {k : ℤ} (hk : k ∈ Icc (-(K : ℤ)) K) :
    gridCoeff K (fun j => trigPoly K c (node K j)) k = c k := by
  have h : ∑ j, trigPoly K c (node K j) * wave (-k) (node K j) =
      ∑ m ∈ Icc (-(K : ℤ)) K, c m * ∑ j, wave (m - k) (node K j) := by
    simp only [trigPoly, sum_mul, mul_sum]
    rw [sum_comm]
    refine sum_congr rfl fun m _ => sum_congr rfl fun j _ => ?_
    rw [mul_assoc]
    congr 1
    simp only [wave]
    rw [← Complex.exp_add]
    congr 1
    push_cast
    ring
  have hk' := mem_Icc.mp hk
  -- only the frequency k survives the sum over the grid
  rw [gridCoeff, h, sum_eq_single_of_mem k hk (fun m hm hmk => by
    have hm' := mem_Icc.mp hm
    rw [sum_wave_node K (m - k) (abs_le.mpr ⟨by omega, by omega⟩),
      if_neg (sub_ne_zero.mpr hmk), mul_zero]),
    sum_wave_node K (k - k) (abs_le.mpr ⟨by omega, by omega⟩), if_pos (sub_self k)]
  linear_combination c k * size_mul_inv K
```

Without the band limit, uniqueness fails through aliasing. On the three-point grid $e^{2ix}$ and $e^{-ix}$ agree, since their ratio $e^{3ix}$ is $1$ at each $x_j$. For general $K$ the pair is $e^{i(K+1)x}$ and $e^{-iKx}$.

The interpolant itself lies in the band. Splitting $e^{im(x-x_j)}=e^{imx}e^{-imx_j}$ and exchanging the sums gives

$$f(x)=\sum_{|m|\le K}\hat y_m\,e^{imx}.$$

```lean
/-- The interpolant is the trigonometric polynomial whose coefficients are the discrete
Fourier coefficients of the data. -/
theorem interpolant_eq_trigPoly (K : ℕ) (y : Fin (2 * K + 1) → ℂ) :
    interpolant K y = trigPoly K (gridCoeff K y) := by
  funext x
  simp only [interpolant, trigPoly, gridCoeff, kernel, mul_sum, sum_mul]
  rw [sum_comm]
  refine sum_congr rfl fun m _ => sum_congr rfl fun j _ => ?_
  have hw : wave m (x - node K j) = wave m x * wave (-m) (node K j) := by
    simp only [wave]
    rw [← Complex.exp_add]
    congr 1
    push_cast
    ring
  rw [hw]
  ring
```

## Agreement at every grid point

The last condition on a competitor $g$ is $g(x_j)=y_j$ for all $j$: every sample of the cell is prescribed. By hand, it replaces $g(x_j)$ by $y_j$ in the coefficient formula, so $c_k=\hat y_k$ for all $|k|\le K$, and therefore $g=f$. If the value at one point $x_l$ is left free, any multiple of $D_K(x-x_l)$ can be added without changing the other samples.

The main theorem has three parts. The interpolant equals `trigPoly K c` for some `c`; it takes the value `y j` at `node K j`; and any function `g : ℝ → ℂ` that is such a polynomial and matches the data equals the interpolant at every real position. The data are arbitrary complex numbers, and `K = 0` is included, with one grid point and constant functions.

```lean
/-- Trigonometric interpolation: for any complex data on the `2 K + 1` grid points, the
interpolant is a trigonometric polynomial with frequencies from `-K` to `K`, it takes the
given values on the grid, and it is the only such polynomial that does. -/
theorem trigonometric_interpolation (K : ℕ) (y : Fin (2 * K + 1) → ℂ) :
    (∃ c, interpolant K y = trigPoly K c) ∧
    (∀ j, interpolant K y (node K j) = y j) ∧
    ∀ g : ℝ → ℂ, (∃ c, g = trigPoly K c) → (∀ j, g (node K j) = y j) →
      g = interpolant K y := by
  refine ⟨⟨_, interpolant_eq_trigPoly K y⟩, fun l => ?_, ?_⟩
  · -- on the grid the kernel is `2 K + 1` times a Kronecker delta
    simp only [interpolant, kernel_node, mul_ite, mul_zero, sum_ite_eq, mem_univ, if_true]
    linear_combination y l * size_mul_inv K
  · -- a competitor has the same coefficients
    rintro g ⟨c, rfl⟩ hg
    have hy : (fun j => trigPoly K c (node K j)) = y := funext hg
    rw [interpolant_eq_trigPoly]
    funext x
    unfold trigPoly
    refine sum_congr rfl fun m hm => ?_
    have hc := gridCoeff_trigPoly K c hm
    rw [hy] at hc
    rw [hc]
```

The first part is `interpolant_eq_trigPoly`. In the second, `kernel_node` reduces the sum over the grid to one term. In the third, `hy` records the agreement on the grid, and `gridCoeff_trigPoly` then equates the coefficients one by one.

The theorem concerns one dimension and gives no estimate of the interpolation error for a function with components beyond the cutoff.

## Real data

A density or a potential has real samples, and one wants a real function between them too. The kernel is real, since it starts from $D_0=1$ and each step adds a real cosine. With real $y_j$, $f$ is then a real combination of real functions. The hypothesis appears in the type `Fin (2 * K + 1) → ℝ`, and the conclusion is that the imaginary part vanishes at every `x`. For complex data this can fail: if all $y_j=i$, then $f$ is the constant $i$.

```lean
/-- The interpolant of real data is real at every point, also between the grid points. -/
theorem interpolant_real (K : ℕ) (y : Fin (2 * K + 1) → ℝ) (x : ℝ) :
    (interpolant K (fun j => (y j : ℂ)) x).im = 0 := by
  have hker : ∀ (L : ℕ) (t : ℝ), (kernel L t).im = 0 := by
    intro L t
    induction L with
    | zero => simp [kernel, wave]
    | succ L ih => rw [kernel_succ, Complex.add_im, ih, Complex.ofReal_im, add_zero]
  have h : ∀ t, kernel K t = ((kernel K t).re : ℂ) := fun t =>
    Complex.ext (Complex.ofReal_re _).symm (by rw [hker, Complex.ofReal_im])
  have hr : interpolant K (fun j => (y j : ℂ)) x =
      ((1 / (2 * K + 1) * ∑ j, y j * (kernel K (x - node K j)).re : ℝ) : ℂ) := by
    unfold interpolant
    push_cast
    congr 1
    refine sum_congr rfl fun j _ => ?_
    rw [← h (x - node K j)]
  rw [hr, Complex.ofReal_im]

end

end TrigonometricInterpolation
```

The proof obtains `hker` by induction from `kernel_succ` and then rewrites the whole interpolant as a real number embedded in the complex numbers.

```lean
#print axioms TrigonometricInterpolation.trigonometric_interpolation
-- 'TrigonometricInterpolation.trigonometric_interpolation' depends on axioms: [propext, Classical.choice, Quot.sound]
#print axioms TrigonometricInterpolation.interpolant_real
-- 'TrigonometricInterpolation.interpolant_real' depends on axioms: [propext, Classical.choice, Quot.sound]
```
